# Mean-field Ising equations have exactly one solution, reached by iteration, when β times the largest absolute row sum of the couplings is below one

When I compute mean-field magnetisations for an Ising model, I choose starting values, feed them through the self-consistency equations until they stop changing, and report the result as the magnetisation at that temperature. This takes for granted that the loop converges and that another start would have led to the same answer.

The equations, for sites $i = 1,\dots,n$, are

$$m_i = \tanh\Big(\beta\Big(\sum_j J_{ij} m_j + h_i\Big)\Big),$$

with inverse temperature $\beta$, real couplings $J_{ij}$ and local fields $h_i$. I understand that if $\beta$ times the largest absolute row sum of $J$ is below 1, there is exactly one solution, iteration converges to it geometrically from any start, and $h = 0$ gives $m = 0$. Can this be made rigorous, with a proof that a machine has checked?

## A contraction at high temperature

Yes. Under that condition the update is a contraction in the maximum norm, and the claims follow from this. The argument also bounds the response to a change of field, and an example shows that the threshold 1 is the right one for a condition of this kind.

Write $R = \max_i \sum_j |J_{ij}|$ for the largest absolute row sum, $\|m\| = \max_i |m_i|$ for the maximum norm, and $F_h(m)$ for the vector whose $i$-th entry is the right-hand side above. A solution is a fixed point, $F_h(m) = m$. Let $\beta \ge 0$ and $q = \beta R < 1$. In units with $k_B = 1$ and $\beta > 0$, this says that the temperature exceeds the largest total coupling strength acting on any one site.

**The response function.** The derivative of $\tanh$ is $1/\cosh^2 x$, which lies between 0 and 1 because $\cosh x \ge 1$. By the mean value theorem,

$$|\tanh x - \tanh y| \le |x - y|.$$

**One update.** Take magnetisations $m, m'$ and fields $h, h'$. At site $i$ the two arguments of $\tanh$ differ by $\beta\big(\sum_j J_{ij}(m_j - m'_j) + h_i - h'_i\big)$, so

$$|F_h(m)_i - F_{h'}(m')_i| \le \beta\Big(\sum_j |J_{ij}|\,|m_j - m'_j| + |h_i - h'_i|\Big) \le \beta\big(R\|m-m'\| + \|h-h'\|\big).$$

The last expression does not depend on $i$, so it also bounds $\|F_h(m) - F_{h'}(m')\|$.

**Response and uniqueness.** If $m$ solves the equations in field $h$ and $m'$ solves them in field $h'$, the left-hand side is $\|m - m'\|$. Moving the term $q\|m-m'\|$ to the left and dividing by $1-q > 0$ gives

$$\|m - m'\| \le \frac{\beta}{1-\beta R}\,\|h-h'\|.$$

For equal fields the right-hand side is zero, so $m = m'$.

**Existence.** With the field fixed, $\|F_h(x) - F_h(y)\| \le q\|x-y\|$. Let $m^{(k)}$ be the result of $k$ updates from a start $m^{(0)}$. Successive iterates satisfy $\|m^{(k+1)} - m^{(k)}\| \le q^k \|m^{(1)} - m^{(0)}\|$. These bounds have a finite sum, so the sequence is Cauchy and has a limit $m$. Since $F_h$ is continuous, letting $k \to \infty$ in $m^{(k+1)} = F_h(m^{(k)})$ gives $m = F_h(m)$. This is Banach's fixed-point argument.

**Rate.** For the solution $m$,

$$\|m^{(k+1)} - m\| = \|F_h(m^{(k)}) - F_h(m)\| \le q\|m^{(k)} - m\|,$$

and induction on $k$ gives $\|m^{(k)} - m\| \le q^k\|m^{(0)} - m\|$.

**Zero field.** Since $\tanh 0 = 0$, the vector $m = 0$ solves the equations at $h = 0$. By uniqueness it is the only solution.

## Two opposite solutions for uniform coupling

Let $J_{ij} = 1/N$ for all pairs of $N \ge 1$ sites, including $i = j$. Every row sum is 1, so $R = 1$. If all sites carry the same value $x$, the zero-field equations reduce to $x = \tanh(\beta x)$.

Let $\beta > 1$ and $a = \log\beta > 0$. Then $\cosh a = (\beta + 1/\beta)/2 < \beta$ and $\sinh a \ge a$, so $\tanh a \ge a/\beta$. At $x = a/\beta$ the function $f(x) = \tanh(\beta x) - x$ is therefore non-negative, while at $x = 1$ it is negative because $\tanh\beta < 1$. Also $a/\beta \le 1$, since $\log\beta \le \beta - 1$. By the intermediate value theorem $f$ has a zero in $[a/\beta, 1]$, which is positive. As $\tanh$ is odd, the opposite value is a solution too.

Here $\beta R = \beta$ can be as close to 1 from above as one likes, so no larger threshold on $\beta R$ would guarantee uniqueness for all coupling matrices.

The diagonal entries are a simplification: in an Ising energy with spins $\pm 1$, a coupling of a site to itself only adds a constant. For $N \ge 2$ one can instead put 0 on the diagonal and $1/(N-1)$ elsewhere. The row sums are again 1, and the same uniform solutions result.

## The Lean file

```lean
import Mathlib

open Finset

namespace MeanFieldSelfConsistency

noncomputable section

variable {ι : Type*} [Fintype ι]

/-- The largest absolute row sum of the coupling matrix. -/
def rowNorm (J : Matrix ι ι ℝ) : ℝ := ⨆ i, ∑ j, |J i j|

/-- The mean-field update: each site takes the value `tanh (β (∑ⱼ Jᵢⱼ mⱼ + hᵢ))`. -/
def meanFieldMap (β : ℝ) (J : Matrix ι ι ℝ) (h m : ι → ℝ) : ι → ℝ :=
  fun i => Real.tanh (β * ((∑ j, J i j * m j) + h i))

/-- A magnetisation is self-consistent if the mean-field update reproduces it. -/
def IsSelfConsistent (β : ℝ) (J : Matrix ι ι ℝ) (h m : ι → ℝ) : Prop :=
  meanFieldMap β J h m = m

/-- The uniform coupling in which every entry is one over the number of sites. -/
def uniformCoupling (ι : Type*) [Fintype ι] : Matrix ι ι ℝ :=
  Matrix.of fun _ _ => (Fintype.card ι : ℝ)⁻¹

/-- The derivative of `tanh` is `1 / cosh²`. -/
theorem tanh_hasDerivAt (x : ℝ) :
    HasDerivAt Real.tanh (1 / Real.cosh x ^ 2) x := by
  have e : Real.tanh = fun y => Real.sinh y / Real.cosh y :=
    funext Real.tanh_eq_sinh_div_cosh
  have d := (Real.hasDerivAt_sinh x).fun_div (Real.hasDerivAt_cosh x) (Real.cosh_pos x).ne'
  rw [e]
  refine d.congr_deriv ?_
  rw [show Real.cosh x * Real.cosh x - Real.sinh x * Real.sinh x = 1 by
    nlinarith [Real.cosh_sq x]]

/-- The response function `tanh` does not increase distances. -/
theorem abs_tanh_sub_le (x y : ℝ) : |Real.tanh x - Real.tanh y| ≤ |x - y| := by
  have b : ∀ z ∈ (Set.univ : Set ℝ), ‖1 / Real.cosh z ^ 2‖ ≤ 1 := by
    intro z _
    rw [Real.norm_of_nonneg (by positivity), div_le_one (pow_pos (Real.cosh_pos z) 2)]
    exact one_le_pow₀ (Real.one_le_cosh z)
  have k := Convex.norm_image_sub_le_of_norm_hasDerivWithin_le
    (fun z _ => (tanh_hasDerivAt z).hasDerivWithinAt) b convex_univ
    (Set.mem_univ y) (Set.mem_univ x)
  rw [one_mul] at k
  exact k

theorem rowNorm_nonneg (J : Matrix ι ι ℝ) : 0 ≤ rowNorm J :=
  Real.iSup_nonneg fun _ => Finset.sum_nonneg fun _ _ => abs_nonneg _

/-- For `β ≥ 0`, the update changes in the maximum norm by at most `β` times the sum of the field
change and the largest absolute row sum times the magnetisation change. -/
theorem meanFieldMap_sub_le {β : ℝ} (hβ : 0 ≤ β) (J : Matrix ι ι ℝ) (h h' m m' : ι → ℝ) :
    ‖meanFieldMap β J h m - meanFieldMap β J h' m'‖
      ≤ β * (rowNorm J * ‖m - m'‖ + ‖h - h'‖) := by
  have hR := rowNorm_nonneg J
  refine (pi_norm_le_iff_of_nonneg (by positivity)).2 fun i => ?_
  have hrow : ∑ j, |J i j| ≤ rowNorm J :=
    le_ciSup (f := fun i => ∑ j, |J i j|) (Set.finite_range _).bddAbove i
  -- the change of the internal field is controlled by the row sum
  have hsum : |∑ j, J i j * (m j - m' j)| ≤ rowNorm J * ‖m - m'‖ := by
    calc |∑ j, J i j * (m j - m' j)| ≤ ∑ j, |J i j * (m j - m' j)| :=
          Finset.abs_sum_le_sum_abs _ _
      _ ≤ ∑ j, |J i j| * ‖m - m'‖ := Finset.sum_le_sum fun j _ => by
          rw [abs_mul]
          exact mul_le_mul_of_nonneg_left (norm_le_pi_norm (m - m') j) (abs_nonneg _)
      _ = (∑ j, |J i j|) * ‖m - m'‖ := (Finset.sum_mul _ _ _).symm
      _ ≤ rowNorm J * ‖m - m'‖ := mul_le_mul_of_nonneg_right hrow (norm_nonneg _)
  have hh : |h i - h' i| ≤ ‖h - h'‖ := norm_le_pi_norm (h - h') i
  have e : β * ((∑ j, J i j * m j) + h i) - β * ((∑ j, J i j * m' j) + h' i)
      = β * ((∑ j, J i j * (m j - m' j)) + (h i - h' i)) := by
    simp only [mul_sub, Finset.sum_sub_distrib]
    ring
  refine (abs_tanh_sub_le _ _).trans ?_
  rw [e, abs_mul, abs_of_nonneg hβ]
  exact mul_le_mul_of_nonneg_left ((abs_add_le _ _).trans (add_le_add hsum hh)) hβ

/-- When `β ≥ 0` and `β` times the largest absolute row sum is below one, self-consistent
magnetisations in two fields differ in the maximum norm by at most `β / (1 - β R)` times the field
difference, `R` being that row sum. -/
theorem response_bound {β : ℝ} (hβ : 0 ≤ β) {J : Matrix ι ι ℝ} (hJ : β * rowNorm J < 1)
    {h h' m m' : ι → ℝ} (hm : IsSelfConsistent β J h m) (hm' : IsSelfConsistent β J h' m') :
    ‖m - m'‖ ≤ β / (1 - β * rowNorm J) * ‖h - h'‖ := by
  have k := meanFieldMap_sub_le hβ J h h' m m'
  unfold IsSelfConsistent at hm hm'
  rw [hm, hm'] at k
  rw [div_mul_eq_mul_div, le_div_iff₀ (by linarith)]
  nlinarith [k]

/-- If `β ≥ 0` and `β` times the largest absolute row sum is below one, the mean-field equations
have exactly one solution, and after `k` updates from any start the distance to it is at most the
`k`-th power of that product times the initial distance. -/
theorem existsUnique_and_geometric_convergence {β : ℝ} (hβ : 0 ≤ β) {J : Matrix ι ι ℝ}
    (hJ : β * rowNorm J < 1) (h : ι → ℝ) :
    ∃ m, IsSelfConsistent β J h m ∧ (∀ m', IsSelfConsistent β J h m' → m' = m) ∧
      ∀ (m₀ : ι → ℝ) (k : ℕ),
        ‖(meanFieldMap β J h)^[k] m₀ - m‖ ≤ (β * rowNorm J) ^ k * ‖m₀ - m‖ := by
  have hq : 0 ≤ β * rowNorm J := mul_nonneg hβ (rowNorm_nonneg J)
  have lip : ∀ x y, ‖meanFieldMap β J h x - meanFieldMap β J h y‖
      ≤ β * rowNorm J * ‖x - y‖ := by
    intro x y
    have k := meanFieldMap_sub_le hβ J h h x y
    rw [sub_self h, norm_zero, add_zero, ← mul_assoc] at k
    exact k
  -- existence: the update is a contraction of a complete space
  have hc : ContractingWith (Real.toNNReal (β * rowNorm J)) (meanFieldMap β J h) := by
    refine ⟨?_, LipschitzWith.of_dist_le_mul fun x y => ?_⟩
    · rw [← NNReal.coe_lt_coe, Real.coe_toNNReal _ hq, NNReal.coe_one]
      exact hJ
    · rw [Real.coe_toNNReal _ hq, dist_eq_norm, dist_eq_norm]
      exact lip x y
  obtain ⟨m, hm⟩ : ∃ m, meanFieldMap β J h m = m := ⟨_, hc.fixedPoint_isFixedPt⟩
  refine ⟨m, hm, fun m' hm' => ?_, fun m₀ k => ?_⟩
  · have b := response_bound hβ hJ hm' hm
    rw [sub_self h, norm_zero, mul_zero] at b
    exact sub_eq_zero.1 (norm_le_zero_iff.1 b)
  · -- each step multiplies the error by at most the contraction rate
    induction k with
    | zero => simp
    | succ k ih =>
      rw [Function.iterate_succ_apply']
      have s := lip ((meanFieldMap β J h)^[k] m₀) m
      rw [hm] at s
      refine s.trans ((mul_le_mul_of_nonneg_left ih hq).trans (le_of_eq ?_))
      ring

/-- Without a field, and with `β ≥ 0` and `β` times the largest absolute row sum below one, a
magnetisation is self-consistent exactly when it vanishes. -/
theorem zero_field_iff {β : ℝ} (hβ : 0 ≤ β) {J : Matrix ι ι ℝ} (hJ : β * rowNorm J < 1)
    (m : ι → ℝ) : IsSelfConsistent β J 0 m ↔ m = 0 := by
  have z : IsSelfConsistent β J 0 0 := by
    funext i
    simp [meanFieldMap]
  constructor
  · intro hm
    obtain ⟨_, _, u, _⟩ := existsUnique_and_geometric_convergence hβ hJ 0
    exact (u m hm).trans (u 0 z).symm
  · rintro rfl
    exact z

/-- For `β > 1` the scalar equation `tanh (β m) = m` has a positive solution. -/
theorem exists_pos_tanh_eq {β : ℝ} (hβ : 1 < β) : ∃ m, 0 < m ∧ Real.tanh (β * m) = m := by
  have h0 : 0 < β := by linarith
  have hne : β ≠ 0 := h0.ne'
  have hy : 0 < Real.log β := Real.log_pos hβ
  have hc : Real.cosh (Real.log β) < β := by
    rw [Real.cosh_eq, Real.exp_neg, Real.exp_log h0]
    have := inv_lt_one_of_one_lt₀ hβ
    linarith
  have hs : Real.log β ≤ Real.sinh (Real.log β) := Real.self_le_sinh_iff.2 hy.le
  -- at `log β / β` the curve lies above the diagonal, at `1` below it
  have ha : Real.log β / β ≤ Real.tanh (Real.log β) := by
    rw [Real.tanh_eq_sinh_div_cosh, div_le_div_iff₀ h0 (Real.cosh_pos _)]
    exact mul_le_mul hs hc.le (Real.cosh_pos _).le (hy.le.trans hs)
  have h1 : Real.tanh (β * 1) < 1 := by
    rw [Real.tanh_eq_sinh_div_cosh, div_lt_one (Real.cosh_pos _)]
    exact Real.sinh_lt_cosh _
  have hle : Real.log β / β ≤ 1 := by
    rw [div_le_one h0]
    linarith [Real.log_le_sub_one_of_pos h0]
  have ct : Continuous Real.tanh :=
    continuous_iff_continuousAt.2 fun x => (tanh_hasDerivAt x).continuousAt
  have cf : Continuous fun x : ℝ => Real.tanh (β * x) - x :=
    (ct.comp (continuous_const.mul continuous_id)).sub continuous_id
  have e : β * (Real.log β / β) = Real.log β := by field_simp
  have mem : (0 : ℝ) ∈ Set.Icc (Real.tanh (β * 1) - 1)
      (Real.tanh (β * (Real.log β / β)) - Real.log β / β) := by
    rw [e]
    exact ⟨by linarith, by linarith⟩
  obtain ⟨m, hm, hf⟩ := intermediate_value_Icc' hle cf.continuousOn mem
  have hf' : Real.tanh (β * m) - m = 0 := hf
  exact ⟨m, lt_of_lt_of_le (div_pos hy h0) hm.1, by linarith⟩

/-- On a non-empty set of sites the uniform coupling has largest absolute row sum one, and for every
`β > 1` it admits two opposite non-zero uniform self-consistent magnetisations at zero field. -/
theorem uniformCoupling_symmetry_breaking [Nonempty ι] {β : ℝ} (hβ : 1 < β) :
    rowNorm (uniformCoupling ι) = 1 ∧ ∃ m : ℝ, 0 < m ∧
      IsSelfConsistent β (uniformCoupling ι) 0 (fun _ => m) ∧
      IsSelfConsistent β (uniformCoupling ι) 0 (fun _ => -m) := by
  have hN : (Fintype.card ι : ℝ) ≠ 0 := Nat.cast_ne_zero.2 Fintype.card_ne_zero
  have row : ∀ i, ∑ j, uniformCoupling ι i j = 1 := by
    intro i
    simp only [uniformCoupling, Matrix.of_apply, Finset.sum_const, Finset.card_univ,
      nsmul_eq_mul]
    exact mul_inv_cancel₀ hN
  have pos : ∀ i j, |uniformCoupling ι i j| = uniformCoupling ι i j := fun i j =>
    abs_of_nonneg (inv_nonneg.2 (Nat.cast_nonneg _))
  -- a uniform magnetisation reduces the equations to a single scalar one
  have lift : ∀ x : ℝ, Real.tanh (β * x) = x →
      IsSelfConsistent β (uniformCoupling ι) 0 (fun _ => x) := by
    intro x hx
    funext i
    show Real.tanh (β * ((∑ j, uniformCoupling ι i j * x) + 0)) = x
    rw [← Finset.sum_mul, row, one_mul, add_zero, hx]
  obtain ⟨m, hm, he⟩ := exists_pos_tanh_eq hβ
  refine ⟨?_, m, hm, lift m he, lift (-m) ?_⟩
  · simp only [rowNorm, pos, row, ciSup_const]
  · rw [mul_neg, Real.tanh_neg, he]

end

end MeanFieldSelfConsistency
```

```lean
#print axioms MeanFieldSelfConsistency.existsUnique_and_geometric_convergence
-- 'MeanFieldSelfConsistency.existsUnique_and_geometric_convergence' depends on axioms: [propext, Classical.choice, Quot.sound]
#print axioms MeanFieldSelfConsistency.zero_field_iff
-- 'MeanFieldSelfConsistency.zero_field_iff' depends on axioms: [propext, Classical.choice, Quot.sound]
#print axioms MeanFieldSelfConsistency.uniformCoupling_symmetry_breaking
-- 'MeanFieldSelfConsistency.uniformCoupling_symmetry_breaking' depends on axioms: [propext, Classical.choice, Quot.sound]
```

## What the definitions and theorems say

The sites form a finite type `ι`, and magnetisations and fields are functions `ι → ℝ`, on which Mathlib's norm is the maximum norm. The coupling matrix is `J : Matrix ι ι ℝ`. It need not be symmetric, its entries may have either sign, and self-coupling on the diagonal is allowed. `rowNorm J` is $R$, written as a supremum over sites; for an empty set of sites it equals 0.

`meanFieldMap β J h` is $F_h$, and `IsSelfConsistent β J h m` says that $F_h(m) = m$. The inverse temperature multiplies both the coupling term and the field, so $J$ and $h$ are energies and the spins behind the magnetisations take the values $\pm 1$.

- `existsUnique_and_geometric_convergence` assumes `0 ≤ β` and `β * rowNorm J < 1`. For every field it provides a solution `m`, states that every other solution equals it, and bounds the error after `k` updates from any start `m₀`. The notation `(meanFieldMap β J h)^[k] m₀` means `k` full updates, each changing all sites at once, without damping or mixing.
- `response_bound` is the estimate with the factor $\beta/(1-\beta R)$ for solutions in two fields.
- `zero_field_iff` says that, under the same condition, a magnetisation is self-consistent at zero field exactly when it is zero.
- `uniformCoupling_symmetry_breaking` states, for a non-empty set of sites and every $\beta > 1$, that the uniform coupling has $R = 1$ and admits two opposite non-zero uniform solutions at zero field.

The mean-field equations are taken as given and are not derived from an Ising Hamiltonian. The phrase "symmetry breaking" in the last name refers only to the existence of opposite solutions: nothing is said about their free energies, their stability or a thermodynamic limit. The condition $\beta R < 1$ is sufficient and not necessary. Take three sites in a chain with $J_{12} = J_{21} = J_{23} = J_{32} = 1$ and all other entries zero, so that $R = 2$, and let $\beta = 0.6$. Then $\beta R = 1.2$, but at zero field any solution has $|m_1|, |m_3| \le 0.6\,|m_2|$ and $|m_2| \le 0.6\,(|m_1| + |m_3|) \le 0.72\,|m_2|$, so $m = 0$ is the only one.

For simulation practice with this finite $\tanh$ model, the result means that for $\beta R < 1$, in exact arithmetic, the starting values do not affect the limit of the iteration. They can affect how many updates it takes to come within a given distance of that limit. Self-consistency loops in electronic structure use other update maps and are not covered by this result.

## How the Lean proof follows the derivation

`tanh_hasDerivAt` differentiates $\sinh/\cosh$ by the quotient rule and simplifies the numerator with $\cosh^2 x - \sinh^2 x = 1$. `abs_tanh_sub_le` bounds this derivative by 1 and applies Mathlib's mean value inequality on the whole real line.

`meanFieldMap_sub_le` is the estimate for one update. The lemma `pi_norm_le_iff_of_nonneg` reduces the maximum norm to a bound at each site `i`. There, `hrow` says that one row sum is at most $R$, `hsum` bounds the change in the coupling term, and `hh` bounds the change in the field. The identity `e` collects the difference of the two arguments, after which the $\tanh$ estimate and the triangle inequality finish the step.

In `response_bound`, the two fixed-point equations are substituted into that estimate. The positive denominator $1 - \beta R$ is cleared, and `nlinarith` does the remaining rearrangement.

In the main theorem, `lip` is the one-update estimate with equal fields. It yields `hc`, the statement that the update is a contraction, and Mathlib's version of Banach's theorem then supplies the fixed point in place of the Cauchy-sequence argument. Uniqueness comes from `response_bound` with equal fields. The rate is proved by induction on `k`, with `lip` applied once more in each step.

`zero_field_iff` checks that zero is a solution and then uses uniqueness to identify any other solution with it.

For the example, `exists_pos_tanh_eq` follows the scalar argument: `hc` and `hs` are the bounds on $\cosh(\log\beta)$ and $\sinh(\log\beta)$, `ha` combines them at the left endpoint, `h1` handles the right endpoint, and `intermediate_value_Icc'` produces the zero. In `uniformCoupling_symmetry_breaking`, `row` computes the row sums and `lift` turns a solution of the scalar equation into a uniform solution on all sites. It is applied to $m$ and, since $\tanh$ is odd, to $-m$.
